# Mixing the two Kekulé structures of a uniform spin-½ Heisenberg ring gains energy that vanishes exponentially with ring size

## Why does a larger ring gain less from resonance?

On a square of four spins one-half, with energy $\sum_i\sigma_i\cdot\sigma_{i+1}$, each of the two Kekulé singlet products has energy $-6$, and their best mixture has $-8$. I expected a hexagon to gain more than 2, since it has more bonds to resonate. Instead I get $-9$ for one structure and $-10.8$ for the mixture, and larger rings do worse still. Have I lost a factor that grows with the ring?

## The overlap shrinks faster than the number of bonds grows

Your numbers are right. For $2n$ spins, $n\ge2$, the lowest energy in the span of the two structures is

$$E=-3n-\frac{3n}{1+2^{n-1}} .$$

The gain over a single structure lies between $3n/2^n$ and $6n/2^n$, because $2^{n-1}<1+2^{n-1}\le 2^n$.

Label the ring $A_0B_0A_1B_1\dots$, with the cell index $k$ taken modulo $n$. Let $K_A$ have singlets on $A_kB_k$ and $K_B$ on $B_kA_{k+1}$.

**One bond.** Two spins have $\sigma_v\cdot\sigma_w=1$ in the triplet and $-3$ in the singlet, while their exchange $P_{vw}$ is $+1$ and $-1$. Hence $\sigma_v\cdot\sigma_w=2P_{vw}-1$. If $v,w$ form a singlet in $\psi$, the coupling gives $-3$ times the overlap in any matrix element with $\psi$ on either side, since $P_{vw}$ is Hermitian.

**A bond between singlets.** Let $w,u$ form a singlet in $\psi$, and let $v$ be a third spin. Three spins one-half have no totally antisymmetric state, so

$$(1-P_{wv}-P_{uv})(1-P_{wu})\psi=0 .$$

As $(1-P_{wu})\psi=2\psi$, this gives $P_{wv}\psi+P_{uv}\psi=\psi$. Exchanging $w$ and $u$ shows that both terms have the same expectation, $\tfrac12\langle\psi|\psi\rangle$. Therefore $\langle\psi|\sigma_w\cdot\sigma_v|\psi\rangle=0$.

**Overlaps.** Take singlet amplitudes $\uparrow\downarrow-\downarrow\uparrow$, always ordered from $A$ to $B$. Summing over a $B$ spin forces its partners in bra and ket to agree. For equal structures this is no restriction, so the squared norm is $2^n$. Between $K_A$ and $K_B$ it makes all $A$ spins equal, which leaves 2 configurations. The normalised overlap is $S=2/2^n=2^{1-n}$.

**Energies.** Let $H$ be the sum of $\sigma_v\cdot\sigma_w$ over the $2n$ nearest-neighbour bonds of the ring. Each of these bonds is a singlet in exactly one structure. Thus $\langle K_A|H|K_B\rangle=2n(-3)(2)=-12n$. In a diagonal element only the structure's own $n$ bonds contribute, giving $-3n\,2^n$. After normalisation these are $-6nS$ and $-3n$: the factor $n$ you expected is there, multiplied by an exponentially small overlap.

**Minimum.** Put $c=3n/(1+2^{n-1})$, so that $c(2^n+2)=6n$. For $\psi=aK_A+bK_B$,

$$\langle\psi|H|\psi\rangle=(-3n-c)\langle\psi|\psi\rangle+c\,2^n|a-b|^2 .$$

The last term is nonnegative and vanishes for $a=b$, so $K_A+K_B$ attains the minimum.

In a valence-bond calculation this is the generalised eigenproblem $Hx=ESx$, with $S$ now the overlap matrix. For the normalised hexagon the diagonal energy is $-9$, the coupling $-4.5$ and the overlap $\tfrac14$, so the lower root is $-13.5/1.25=-10.8$. For $J\sum_i\mathbf s_i\cdot\mathbf s_{i+1}$ with $\mathbf s=\sigma/2$ and $J>0$, multiply by $J/4$: the gain is $0.45J$.

In the Lean file, `State V` is the space of complex functions of spin configurations, and `star φ ⬝ᵥ ψ` is the inner product. Sites are `ZMod n ⊕ ZMod n`, with `inl` for $A$ and `inr` for $B$. `kekuleA` and `kekuleB` are the unnormalised $K_A$ and $K_B$, and `ham` has equal couplings of unit strength. `resonanceEnergies` collects the real Rayleigh quotients of nonzero vectors in the complex span, and `IsLeast` says that the stated value is attained and is a lower bound. The theorem concerns this two-structure spin model, not the resonance energy of a real molecule. For the square the two structures span all singlets, and $-8$ is also the ring's exact ground-state energy; for $n\ge3$ the stated value lies above the exact one.

The condition `2 ≤ n` excludes $n=1$, where the formula fails. There both structures are the same singlet and `ham` counts its bond twice, so the only quotient is $-6$, whereas the formula gives $-4.5$.

```lean
import Mathlib

open scoped Matrix
open Equiv (swap swap_apply_of_ne_of_ne)
open Function (update)

namespace KekuleRing

/-- The three Pauli matrices. -/
noncomputable def pauli : Fin 3 → Matrix (Fin 2) (Fin 2) ℂ :=
  ![!![0, 1; 1, 0], !![0, -Complex.I; Complex.I, 0], !![1, 0; 0, -1]]

/-- Wave functions of spins one-half on the sites `V`. -/
abbrev State (V : Type) := (V → Fin 2) → ℂ

variable {V : Type} [DecidableEq V]

/-- The coupling `σ_v · σ_w` of the spins at two different sites. -/
noncomputable def bond (v w : V) : State V →ₗ[ℂ] State V where
  toFun ψ s := ∑ a, ∑ x, ∑ y, pauli a (s v) x * pauli a (s w) y * ψ (update (update s v x) w y)
  map_add' φ ψ := by
    funext s
    simp only [Pi.add_apply, mul_add, Finset.sum_add_distrib]
  map_smul' c ψ := by
    funext s
    simp only [Pi.smul_apply, smul_eq_mul, RingHom.id_apply, Finset.mul_sum, mul_left_comm c]

/-- Dirac's identity: for different sites, `σ_v · σ_w` is twice the spin exchange minus one. -/
theorem dirac_exchange {v w : V} (h : v ≠ w) (ψ : State V) (s : V → Fin 2) :
    bond v w ψ s = 2 * ψ (s ∘ swap v w) - ψ s := by
  have key : ∀ (f : Fin 2 → Fin 2 → ℂ) (p q : Fin 2),
      ∑ a, ∑ x, ∑ y, pauli a p x * pauli a q y * f x y = 2 * f q p - f p q := by
    intro f p q
    simp only [Fin.sum_univ_three, Fin.sum_univ_two]
    fin_cases p <;> fin_cases q <;> simp [pauli] <;> ring
  have e1 : s ∘ swap v w = update (update s v (s w)) w (s v) := by
    funext u
    rcases eq_or_ne u v with rfl | a
    · simp [h]
    rcases eq_or_ne u w with rfl | b
    · simp
    · simp [swap_apply_of_ne_of_ne a b, a, b]
  have k := key (fun x y => ψ (update (update s v x) w y)) (s v) (s w)
  simp only [Function.update_eq_self] at k
  rw [e1]
  simp only [bond, LinearMap.coe_mk, AddHom.coe_mk]
  exact k

variable [Fintype V]

/-- A sum over all spin configurations is unchanged when two sites are exchanged. -/
theorem sum_relabel (p q : V) (F : (V → Fin 2) → ℂ) : ∑ s, F (s ∘ swap p q) = ∑ s, F s := by
  have inv : Function.Involutive (fun s : V → Fin 2 => s ∘ swap p q) := fun s => by
    funext x; simp
  exact inv.bijective.sum_comp F

/-- If two spins form a singlet in `ψ`, their coupling acts as `-3` in every matrix element
with `ψ` on either side. -/
theorem bonded {v w : V} (h : v ≠ w) {ψ : State V} (hψ : ∀ s, ψ (s ∘ swap v w) = -ψ s)
    (φ : State V) : star φ ⬝ᵥ bond v w ψ = -3 * (star φ ⬝ᵥ ψ) ∧
      star ψ ⬝ᵥ bond v w φ = -3 * (star ψ ⬝ᵥ φ) := by
  simp only [dotProduct, Pi.star_apply, dirac_exchange h]
  constructor
  · rw [Finset.mul_sum]
    exact Finset.sum_congr rfl fun s _ => by rw [hψ]; ring
  · have r := sum_relabel v w (fun s => star (ψ s) * φ s)
    simp only [hψ, star_neg, neg_mul, Finset.sum_neg_distrib] at r
    have e : ∀ s, star (ψ s) * (2 * φ (s ∘ swap v w) - φ s)
        = 2 * (star (ψ s) * φ (s ∘ swap v w)) - star (ψ s) * φ s := fun s => by ring
    simp only [e]
    rw [Finset.sum_sub_distrib, ← Finset.mul_sum]
    linear_combination -2 * r

/-- If `w` and `u` form a singlet, the coupling of `w` to a third spin `v` averages to zero. -/
theorem nonbonded {w u v : V} (hwu : w ≠ u) (hwv : w ≠ v) (huv : u ≠ v) {ψ : State V}
    (hψ : ∀ s, ψ (s ∘ swap w u) = -ψ s) : star ψ ⬝ᵥ bond w v ψ = 0 := by
  have fix : ∀ (p q : V) (t : V → Fin 2), t p = t q → t ∘ swap p q = t := by
    intro p q t h
    funext x
    rcases eq_or_ne x p with rfl | a
    · simp [h]
    rcases eq_or_ne x q with rfl | b
    · simp [h]
    · simp [swap_apply_of_ne_of_ne a b]
  have z : ∀ t, t w = t u → ψ t = 0 := fun t ht => by
    have := hψ t
    rw [fix w u t ht] at this
    linear_combination this / 2
  have e : swap w u * swap u v = swap w v * swap w u := by
    rw [Equiv.mul_swap_eq_swap_mul, Equiv.swap_apply_right,
      swap_apply_of_ne_of_ne hwv.symm huv.symm]
  have hr : ∀ s, ψ ((s ∘ swap w u) ∘ swap u v) = -ψ (s ∘ swap w v) := fun s =>
    (congrArg (fun p : Equiv.Perm V => ψ (s ∘ p)) e).trans (hψ (s ∘ swap w v))
  have pig : ∀ a b c : Fin 2, a = b ∨ a = c ∨ b = c := by decide
  -- two of three spins one-half always agree
  have excl : ∀ s, ψ (s ∘ swap w v) + ψ (s ∘ swap u v) = ψ s := by
    intro s
    rcases pig (s w) (s u) (s v) with h | h | h
    · have := hr s
      rw [fix w u s h] at this
      rw [this, z s h, add_neg_cancel]
    · rw [fix w v s h, z (s ∘ swap u v) (by simp [swap_apply_of_ne_of_ne hwu hwv, h]), add_zero]
    · rw [fix u v s h, z (s ∘ swap w v) (by simp [swap_apply_of_ne_of_ne hwu.symm huv, h]),
        zero_add]
  simp only [dotProduct, Pi.star_apply, dirac_exchange hwv]
  calc _ = ∑ s, (star (ψ s) * ψ (s ∘ swap w v) - star (ψ s) * ψ (s ∘ swap u v)) :=
        Finset.sum_congr rfl fun s _ => by linear_combination star (ψ s) * excl s
    _ = 0 := by
        rw [Finset.sum_sub_distrib, sub_eq_zero]
        refine Eq.trans ?_ (sum_relabel w u fun s => star (ψ s) * ψ (s ∘ swap u v))
        exact Finset.sum_congr rfl fun s _ => by rw [hr, hψ, star_neg, neg_mul_neg]

/-- Amplitudes of the unnormalised two-spin singlet. -/
noncomputable def singlet : Matrix (Fin 2) (Fin 2) ℂ := !![0, 1; -1, 0]

variable {n : ℕ} [NeZero n]

/-- The product of singlets joining site `π k` of sublattice A (`inl`) to site `k` of
sublattice B (`inr`). -/
noncomputable def vb (π : Equiv.Perm (ZMod n)) : State (ZMod n ⊕ ZMod n) :=
  fun s => ∏ k, singlet (s (.inl (π k))) (s (.inr k))

/-- A valence-bond state changes sign when two bonded spins are exchanged. -/
theorem vb_singlet (π : Equiv.Perm (ZMod n)) (k : ZMod n) (s : ZMod n ⊕ ZMod n → Fin 2) :
    vb π (s ∘ swap (.inr k) (.inl (π k))) = -vb π s := by
  have anti : ∀ x y, singlet y x = -singlet x y := by
    intro x y
    fin_cases x <;> fin_cases y <;> simp [singlet]
  have h : ∀ j, singlet ((s ∘ swap (.inr k) (.inl (π k))) (.inl (π j)))
      ((s ∘ swap (.inr k) (.inl (π k))) (.inr j))
      = (if j = k then -1 else 1) * singlet (s (.inl (π j))) (s (.inr j)) := by
    intro j
    rcases eq_or_ne j k with rfl | hj
    · simpa using anti (s (.inl (π j))) (s (.inr j))
    · simp [swap_apply_of_ne_of_ne, hj]
  simp only [vb, h, Finset.prod_mul_distrib]
  simp

/-- The overlap of two valence-bond states is the number of spin configurations of
sublattice A that agree on the two partners of every B site. -/
theorem overlap_loops (π π' : Equiv.Perm (ZMod n)) : star (vb π) ⬝ᵥ vb π' =
    ((Finset.univ.filter fun a : ZMod n → Fin 2 => ∀ k, a (π k) = a (π' k)).card : ℂ) := by
  have key : ∀ x y, ∑ t, star (singlet x t) * singlet y t = if x = y then 1 else 0 := by
    intro x y
    fin_cases x <;> fin_cases y <;> simp [singlet]
  simp only [dotProduct, Pi.star_apply, vb, star_prod, ← Finset.prod_mul_distrib]
  refine Eq.trans (Fintype.sum_equiv (Equiv.sumArrowEquivProdArrow (ZMod n) (ZMod n) (Fin 2)) _
    (fun p => ∏ k, star (singlet (p.1 (π k)) (p.2 k)) * singlet (p.1 (π' k)) (p.2 k))
    fun _ => rfl) ?_
  rw [Fintype.sum_prod_type, ← Finset.sum_boole]
  refine Finset.sum_congr rfl fun a _ => ?_
  -- sum out sublattice B site by site
  have h := Finset.prod_univ_sum (fun _ : ZMod n => (Finset.univ : Finset (Fin 2)))
    (fun k t => star (singlet (a (π k)) t) * singlet (a (π' k)) t)
  rw [Fintype.piFinset_univ] at h
  refine h.symm.trans ?_
  simp only [key]
  simp [Finset.prod_boole]

/-- The shift of the ring by one cell. -/
noncomputable def shift (n : ℕ) : Equiv.Perm (ZMod n) where
  toFun k := k + 1
  invFun k := k - 1
  left_inv k := add_sub_cancel_right k 1
  right_inv k := sub_add_cancel k 1

variable (n)

/-- The Kekulé structure with singlets inside the cells `A_k B_k`. -/
noncomputable def kekuleA : State (ZMod n ⊕ ZMod n) := vb (Equiv.refl (ZMod n))

/-- The Kekulé structure with singlets `B_k A_(k+1)` between neighbouring cells. -/
noncomputable def kekuleB : State (ZMod n ⊕ ZMod n) := vb (shift n)

/-- The nearest-neighbour Hamiltonian on the ring `A_0 B_0 A_1 B_1 ...` of `2n` spins, `n ≥ 2`. -/
noncomputable def ham : State (ZMod n ⊕ ZMod n) →ₗ[ℂ] State (ZMod n ⊕ ZMod n) :=
  ∑ k : ZMod n, (bond (Sum.inr k) (Sum.inl k) + bond (Sum.inr k) (Sum.inl (k + 1)))

/-- The Rayleigh quotients `E` of nonzero superpositions of the two Kekulé structures. -/
def resonanceEnergies : Set ℝ :=
  {E | ∃ ψ ∈ Submodule.span ℂ {kekuleA n, kekuleB n}, ψ ≠ 0 ∧
    star ψ ⬝ᵥ ham n ψ = (E : ℂ) * (star ψ ⬝ᵥ ψ)}

/-- The two unnormalised Kekulé structures have squared norm `2^n` and overlap `2`. -/
theorem kekule_overlap : star (kekuleA n) ⬝ᵥ kekuleA n = 2 ^ n ∧
    star (kekuleB n) ⬝ᵥ kekuleB n = 2 ^ n ∧ star (kekuleA n) ⬝ᵥ kekuleB n = 2 ∧
    star (kekuleB n) ⬝ᵥ kekuleA n = 2 := by
  -- the two structures together form one loop, so sublattice A is uniform
  have hf : (Finset.univ.filter fun a : ZMod n → Fin 2 =>
      ∀ k, a (Equiv.refl (ZMod n) k) = a (shift n k)) = {fun _ => 0, fun _ => 1} := by
    ext a
    simp only [Finset.mem_filter, Finset.mem_univ, true_and, Finset.mem_insert,
      Finset.mem_singleton]
    refine ⟨fun h => ?_, by rintro (rfl | rfl) k <;> rfl⟩
    have c : ∀ m : ℕ, a (m : ZMod n) = a 0 := by
      intro m
      induction m with
      | zero => rw [Nat.cast_zero]
      | succ m ih => rw [Nat.cast_succ]; exact (h m).symm.trans ih
    have c' : ∀ k, a k = a 0 := fun k => by simpa only [ZMod.natCast_zmod_val] using c k.val
    have d : ∀ x : Fin 2, x = 0 ∨ x = 1 := by decide
    exact (d (a 0)).imp (fun h0 => funext fun k => (c' k).trans h0)
      (fun h0 => funext fun k => (c' k).trans h0)
  have hAB : star (kekuleA n) ⬝ᵥ kekuleB n = 2 := by
    rw [kekuleA, kekuleB, overlap_loops, hf, Finset.card_pair, Nat.cast_ofNat]
    exact fun h => zero_ne_one (congrFun h 0)
  have norm : ∀ π : Equiv.Perm (ZMod n), star (vb π) ⬝ᵥ vb π = 2 ^ n := by
    intro π
    rw [overlap_loops, Finset.filter_true_of_mem (fun _ _ _ => rfl), Finset.card_univ,
      Fintype.card_fun, Fintype.card_fin, ZMod.card, Nat.cast_pow, Nat.cast_ofNat]
  exact ⟨norm _, norm _, hAB, by rw [Matrix.star_dotProduct, hAB, star_ofNat]⟩

variable {n}

/-- For `n ≥ 2` the Hamiltonian has diagonal elements `-3n 2^n` and off-diagonal elements
`-12n` between the unnormalised Kekulé structures. -/
theorem kekule_energy (hn : 2 ≤ n) :
    star (kekuleA n) ⬝ᵥ ham n (kekuleA n) = -3 * n * 2 ^ n ∧
    star (kekuleB n) ⬝ᵥ ham n (kekuleB n) = -3 * n * 2 ^ n ∧
    star (kekuleA n) ⬝ᵥ ham n (kekuleB n) = -12 * n ∧
    star (kekuleB n) ⬝ᵥ ham n (kekuleA n) = -12 * n := by
  obtain ⟨oA, oB, oAB, oBA⟩ := kekule_overlap n
  have : Fact (1 < n) := ⟨hn⟩
  have hk : ∀ k : ZMod n, k + 1 ≠ k := fun k h => one_ne_zero (add_eq_left.1 h)
  have ex : ∀ φ ψ : State (ZMod n ⊕ ZMod n), star φ ⬝ᵥ ham n ψ =
      ∑ k : ZMod n, (star φ ⬝ᵥ bond (Sum.inr k) (Sum.inl k) ψ
        + star φ ⬝ᵥ bond (Sum.inr k) (Sum.inl (k + 1)) ψ) := by
    intro φ ψ
    simp only [ham, LinearMap.sum_apply, LinearMap.add_apply, dotProduct, Finset.sum_apply,
      Pi.add_apply, Finset.mul_sum, mul_add, Finset.sum_add_distrib]
    congr 1 <;> exact Finset.sum_comm
  have sA : ∀ (k : ZMod n) s, kekuleA n (s ∘ swap (Sum.inr k) (Sum.inl k)) = -kekuleA n s :=
    vb_singlet (Equiv.refl _)
  have sB : ∀ (k : ZMod n) s,
      kekuleB n (s ∘ swap (Sum.inr k) (Sum.inl (k + 1))) = -kekuleB n s := vb_singlet (shift n)
  -- every ring bond is a singlet in one structure and joins two singlets in the other
  have bA := fun (k : ZMod n) φ => bonded Sum.inr_ne_inl (sA k) φ
  have bB := fun (k : ZMod n) φ => bonded Sum.inr_ne_inl (sB k) φ
  have nA := fun k : ZMod n => nonbonded Sum.inr_ne_inl Sum.inr_ne_inl
    (fun h => hk k (Sum.inl.inj h).symm) (sA k)
  have nB := fun k : ZMod n => nonbonded Sum.inr_ne_inl Sum.inr_ne_inl
    (fun h => hk k (Sum.inl.inj h)) (sB k)
  refine ⟨?_, ?_, ?_, ?_⟩ <;>
    simp only [ex, bA, bB, nA, nB, oA, oB, oAB, oBA, Finset.sum_const, Finset.card_univ,
      ZMod.card, nsmul_eq_mul] <;> ring

/-- For `2n` spins on a ring, `n ≥ 2`, the lowest Rayleigh quotient in the span of the two
Kekulé structures is `-3n - 3n/(1 + 2^(n-1))`. -/
theorem lowest_resonance_energy (hn : 2 ≤ n) :
    IsLeast (resonanceEnergies n) (-3 * n - 3 * n / (1 + 2 ^ (n - 1))) := by
  obtain ⟨oA, oB, oAB, oBA⟩ := kekule_overlap n
  obtain ⟨hA, hB, hAB, hBA⟩ := kekule_energy hn
  have hc0 : 0 ≤ 3 * (n : ℝ) / (1 + 2 ^ (n - 1)) := by positivity
  have hc : 3 * (n : ℝ) / (1 + 2 ^ (n - 1)) * (2 ^ n + 2) = 6 * n := by
    have h := div_mul_cancel₀ (3 * (n : ℝ)) (show (1 + 2 ^ (n - 1) : ℝ) ≠ 0 by positivity)
    have hpow : (2 : ℝ) ^ n = 2 * 2 ^ (n - 1) := by
      rw [← pow_succ', Nat.sub_add_cancel (show 1 ≤ n by omega)]
    rw [hpow]
    linear_combination 2 * h
  generalize 3 * (n : ℝ) / (1 + 2 ^ (n - 1)) = c at hc0 hc ⊢
  have hC : (c : ℂ) * (2 ^ n + 2) = 6 * n := by exact_mod_cast hc
  -- the energy above the claimed minimum is carried by the out-of-phase part
  have quad : ∀ a b : ℂ,
      star (a • kekuleA n + b • kekuleB n) ⬝ᵥ ham n (a • kekuleA n + b • kekuleB n)
      = ((-3 * n - c : ℝ) : ℂ)
          * (star (a • kekuleA n + b • kekuleB n) ⬝ᵥ (a • kekuleA n + b • kekuleB n))
        + ((c * 2 ^ n * Complex.normSq (a - b) : ℝ) : ℂ) := by
    intro a b
    simp only [map_add, map_smul, star_add, star_smul, add_dotProduct, dotProduct_add,
      smul_dotProduct, dotProduct_smul, smul_eq_mul, oA, oB, oAB, oBA, hA, hB, hAB, hBA,
      Complex.ofReal_mul, Complex.ofReal_sub, Complex.ofReal_neg, Complex.ofReal_pow,
      Complex.ofReal_natCast, Complex.ofReal_ofNat, Complex.normSq_eq_conj_mul_self,
      starRingEnd_apply, star_sub]
    linear_combination (star a * b + star b * a) * hC
  constructor
  · refine ⟨(1 : ℂ) • kekuleA n + (1 : ℂ) • kekuleB n,
      Submodule.mem_span_pair.2 ⟨1, 1, rfl⟩, fun h => ?_, ?_⟩
    · have h1 := congrArg (fun φ => star (kekuleA n) ⬝ᵥ φ) h
      simp only [one_smul, dotProduct_add, oA, oAB, dotProduct_zero] at h1
      have h2 : (2 : ℝ) ^ n + 2 = 0 := by exact_mod_cast h1
      exact (show (2 : ℝ) ^ n + 2 ≠ 0 by positivity) h2
    · simpa only [sub_self, map_zero, mul_zero, Complex.ofReal_zero, add_zero] using quad 1 1
  · rintro E ⟨ψ, hψ, h0, hE⟩
    obtain ⟨a, b, rfl⟩ := Submodule.mem_span_pair.1 hψ
    rw [quad] at hE
    generalize a • kekuleA n + b • kekuleB n = ψ at h0 hE
    have hN : star ψ ⬝ᵥ ψ = ((∑ s, Complex.normSq (ψ s) : ℝ) : ℂ) := by
      simp only [dotProduct, Pi.star_apply, Complex.ofReal_sum, Complex.normSq_eq_conj_mul_self,
        starRingEnd_apply]
    obtain ⟨s, hs⟩ := Function.ne_iff.1 h0
    have hp : 0 < ∑ s, Complex.normSq (ψ s) := Finset.sum_pos'
      (fun _ _ => Complex.normSq_nonneg _) ⟨s, Finset.mem_univ s, Complex.normSq_pos.2 hs⟩
    rw [hN, ← Complex.ofReal_mul, ← Complex.ofReal_add, ← Complex.ofReal_mul] at hE
    refine le_of_mul_le_mul_right ?_ hp
    rw [← Complex.ofReal_injective hE]
    exact le_add_of_nonneg_right
      (mul_nonneg (mul_nonneg hc0 (by positivity)) (Complex.normSq_nonneg _))

end KekuleRing
```

`dirac_exchange` checks the exchange identity on the four spin pairs. `bonded` and `nonbonded` are the two bond rules; in the latter, `excl` is the three-spin identity, obtained because two of three two-valued spins must agree. `vb_singlet` supplies the sign change that both rules need. `overlap_loops` sums out sublattice $B$, and `kekule_overlap` counts what remains, using induction around the ring for the cross term. `kekule_energy` adds the bonds. In `lowest_resonance_energy`, `quad` is the displayed identity for the minimum; $a=b=1$ gives attainment, and dividing by the positive squared norm gives the lower bound.

```lean
#print axioms KekuleRing.lowest_resonance_energy
```

```
'KekuleRing.lowest_resonance_energy' depends on axioms: [propext, Classical.choice, Quot.sound]
```
